# Orthogonal mixing of a shell: density and closed-shell determinant unchanged, high-spin determinant times $\det D$

Run the same calculation on two machines and compare the orbitals of a degenerate shell. They may disagree completely, because an eigensolver is free to return any orthonormal basis of a degenerate eigenspace. A test that compares coefficients one by one then reports a failure where there is none. A test that compares the determinants of a half-filled high-spin shell may fail too, by a sign. To write a sound test one must know which quantities survive the mixing.

## The identity

Let $f_1,\dots,f_n$ be the spatial orbitals of a shell, possibly complex-valued, and let a real orthogonal matrix $D$ mix them:
$$f_i'(x)=\sum_j D_{ij}f_j(x),\qquad D^{\mathsf T}D=1 .$$
Then:

- the shell density $\sum_i|f_i(x)|^2$ is unchanged at every point $x$ (for real orbitals it is $\sum_i f_i(x)^2$);
- the high-spin half-filled Slater determinant, with one spin-up electron per orbital, is multiplied by $\det D=\pm1$;
- the doubly filled determinant is unchanged, because $\det(D\otimes 1_2)=1$.

If every operation of a point group mixes the orbitals by such a $D$, the closed shell is therefore totally symmetric under the group.

## Where a code relies on it

For a single-determinant wavefunction built from real orbitals, a regression test can compare the density and the closed-shell determinant at fixed electron coordinates, whichever real orthonormal basis the eigensolver chose. For a high-spin half-filled shell it should compare the determinant's modulus, or allow for a global sign. The density statement needs equal occupation of all the orbitals that mix.

## Derivation

**Determinants.** For $N$ spin-orbitals $\varphi_i$ and electron coordinates $y_1,\dots,y_N$, the Slater determinant is
$$\Phi(y)=\frac{1}{\sqrt{N!}}\det M,\qquad M_{ik}=\varphi_i(y_k).$$
If a matrix $U$ mixes the spin-orbitals, the new orbital matrix is
$$M'_{ik}=\sum_j U_{ij}\varphi_j(y_k)=(UM)_{ik},$$
so $\det M'=\det U\,\det M$.

**High spin.** An electron coordinate is a pair $(x,s)$ of position and spin. The spin-orbitals are $f_i(x)\,\delta_{s\uparrow}$. Mixing the $f_i$ by $U$ mixes these by the same $U$, and the determinant gains $\det U$.

**Closed shell.** The spin-orbitals are now $\varphi_{i\sigma}(x,s)=f_i(x)\,\delta_{s\sigma}$, and
$$\varphi'_{i\sigma}=\sum_j U_{ij}\varphi_{j\sigma}=\sum_{j,\tau}U_{ij}\,\delta_{\sigma\tau}\,\varphi_{j\tau}.$$
The mixing matrix is $U\otimes 1_2$. Sorting its rows and columns by spin turns it into two diagonal blocks $U$, so its determinant is $(\det U)^2$.

**Density.** Define $\gamma(x,x')=\sum_i f_i(x')^*f_i(x)$. After mixing,
$$\gamma'(x,x')=\sum_{j,k}\Big(\sum_i U_{ij}^*U_{ik}\Big)f_j(x')^*f_k(x)=\sum_{j,k}(U^\dagger U)_{jk}\,f_j(x')^*f_k(x),$$
which equals $\gamma(x,x')$ when $U^\dagger U=1$. Setting $x'=x$ gives the density.

**Real orthogonal mixing.** For $U=D$ we have $U^\dagger=D^{\mathsf T}$, so the density is preserved. Taking determinants of $D^{\mathsf T}D=1$ gives $(\det D)^2=1$, which settles the closed shell.

**Complex mixing.** Where the closed-shell determinant is nonzero, its value is unchanged exactly when $(\det U)^2=1$, that is, $\det U=\pm1$. Unitarity is not enough: a single orbital multiplied by $i$ keeps its density, but its doubly filled determinant changes sign. A code with complex orbitals should expect a global phase.

**The p shell.** Take $p_i(r)=r_i\,g(r\cdot r)$. Since $(Dr)\cdot(Dr)=r\cdot D^{\mathsf T}D\,r=r\cdot r$,
$$p_i(Dr)=\sum_j D_{ij}r_j\,g(r\cdot r)=\sum_j D_{ij}p_j(r).$$
Moving all electrons by $D$, spins fixed, thus multiplies the high-spin p³ determinant by $\det D$ and leaves the p⁶ determinant unchanged. Under inversion, $D=-1$, the p³ determinant is odd.

## The Lean file

```lean
import Mathlib

open Matrix
open scoped Kronecker

namespace ClosedShellSymmetry

noncomputable section

variable {n X : Type*} [Fintype n]

/-- Orbitals mixed by a matrix `U`: the new orbital `i` is `∑ j, U i j * f j`. -/
def mix (U : Matrix n n ℂ) (f : n → X → ℂ) : n → X → ℂ :=
  fun i x => ∑ j, U i j * f j x

/-- The one-particle density matrix of a shell, each orbital counted once. -/
def densityMatrix (f : n → X → ℂ) (x x' : X) : ℂ :=
  ∑ i, star (f i x') * f i x

/-- The shell density, the sum of the squared moduli of the orbitals. -/
def density (f : n → X → ℂ) (x : X) : ℝ :=
  ∑ i, ‖f i x‖ ^ 2

/-- The Slater determinant of the orbitals `φ` at the electron coordinates `y`,
with the factor `1/√N!`. -/
def slater [DecidableEq n] (φ : n → X → ℂ) (y : n → X) : ℂ :=
  ((√((Fintype.card n).factorial : ℝ) : ℝ) : ℂ)⁻¹ *
    (Matrix.of fun i k => φ i (y k)).det

/-- Spin-orbitals of the high-spin half-filled shell: every orbital with spin up (`0`). -/
def highSpin (f : n → X → ℂ) : n → X × Fin 2 → ℂ :=
  fun i y => if y.2 = 0 then f i y.1 else 0

/-- Spin-orbitals of the doubly filled shell: every orbital with either spin. -/
def doublyFilled (f : n → X → ℂ) : n × Fin 2 → X × Fin 2 → ℂ :=
  fun p y => if y.2 = p.2 then f p.1 y.1 else 0

/-- A real matrix regarded as a complex one. -/
def complexify [DecidableEq n] (D : Matrix n n ℝ) : Matrix n n ℂ :=
  Complex.ofRealHom.mapMatrix D

/-- Unitary mixing leaves the one-particle density matrix unchanged. -/
theorem densityMatrix_mix [DecidableEq n] {U : Matrix n n ℂ} (hU : Uᴴ * U = 1)
    (f : n → X → ℂ) (x x' : X) :
    densityMatrix (mix U f) x x' = densityMatrix f x x' := by
  -- read the sum over orbitals as a Hermitian product of two vectors
  change star (U *ᵥ fun j => f j x') ⬝ᵥ (U *ᵥ fun j => f j x)
    = star (fun j => f j x') ⬝ᵥ (fun j => f j x)
  rw [Matrix.star_mulVec, ← Matrix.dotProduct_mulVec, Matrix.mulVec_mulVec, hU,
    Matrix.one_mulVec]

/-- The density is the diagonal of the one-particle density matrix. -/
theorem density_eq_diagonal (f : n → X → ℂ) (x : X) :
    (density f x : ℂ) = densityMatrix f x x := by
  simp only [density, densityMatrix, Complex.ofReal_sum, Complex.ofReal_pow]
  exact Finset.sum_congr rfl fun i _ => (Complex.conj_mul' (f i x)).symm

/-- Mixing the orbitals of a Slater determinant by `U` multiplies it by `det U`. -/
theorem slater_mix [DecidableEq n] (U : Matrix n n ℂ) (φ : n → X → ℂ) (y : n → X) :
    slater (mix U φ) y = U.det * slater φ y := by
  have h : (Matrix.of fun i k => mix U φ i (y k))
      = U * Matrix.of (fun i k => φ i (y k)) :=
    Matrix.ext fun i k => by simp [mix, Matrix.mul_apply]
  unfold slater
  rw [h, Matrix.det_mul]
  ring

/-- Mixing the spatial orbitals by `U` mixes the high-spin spin-orbitals by `U`. -/
theorem highSpin_mix (U : Matrix n n ℂ) (f : n → X → ℂ) :
    highSpin (mix U f) = mix U (highSpin f) := by
  funext i y
  by_cases h : y.2 = 0 <;> simp [highSpin, mix, h]

/-- Mixing the spatial orbitals by `U` mixes the doubly filled spin-orbitals by `U ⊗ 1₂`. -/
theorem doublyFilled_mix (U : Matrix n n ℂ) (f : n → X → ℂ) :
    doublyFilled (mix U f)
      = mix (U ⊗ₖ (1 : Matrix (Fin 2) (Fin 2) ℂ)) (doublyFilled f) := by
  funext p y
  obtain ⟨i, σ⟩ := p
  obtain ⟨x, s⟩ := y
  simp only [mix, doublyFilled, Fintype.sum_prod_type, Matrix.kroneckerMap_apply,
    Matrix.one_apply]
  fin_cases σ <;> fin_cases s <;> simp

/-- Where the doubly filled determinant does not vanish, a complex mixing `U` leaves its
value unchanged exactly when `det U` is `1` or `-1`. -/
theorem doublyFilled_invariant_iff [DecidableEq n] (U : Matrix n n ℂ) (f : n → X → ℂ)
    (y : n × Fin 2 → X × Fin 2) (h : slater (doublyFilled f) y ≠ 0) :
    slater (doublyFilled (mix U f)) y = slater (doublyFilled f) y
      ↔ U.det = 1 ∨ U.det = -1 := by
  -- the two spin species contribute one factor `det U` each
  have hk : (U ⊗ₖ (1 : Matrix (Fin 2) (Fin 2) ℂ)).det = U.det ^ 2 := by
    simp [Matrix.det_kronecker]
  rw [doublyFilled_mix, slater_mix, hk]
  constructor
  · intro e
    have h1 : U.det ^ 2 = 1 := mul_right_cancel₀ h (e.trans (one_mul _).symm)
    have h2 : (U.det - 1) * (U.det + 1) = 0 := by linear_combination h1
    rcases mul_eq_zero.mp h2 with h3 | h3
    · exact Or.inl (by linear_combination h3)
    · exact Or.inr (by linear_combination h3)
  · rintro (e | e) <;> rw [e] <;> ring

/-- Under a real orthogonal mixing `D` of the orbitals, the shell density is unchanged, the
high-spin half-filled determinant is multiplied by `det D`, and the doubly filled one is
unchanged, with `det (D ⊗ 1₂) = 1`. -/
theorem shell_symmetry [DecidableEq n] {D : Matrix n n ℝ} (hD : Dᵀ * D = 1)
    (f : n → X → ℂ) :
    (∀ x, density (mix (complexify D) f) x = density f x) ∧
    (∀ y, slater (highSpin (mix (complexify D) f)) y
      = (D.det : ℂ) * slater (highSpin f) y) ∧
    (D ⊗ₖ (1 : Matrix (Fin 2) (Fin 2) ℝ)).det = 1 ∧
    (∀ y, slater (doublyFilled (mix (complexify D) f)) y = slater (doublyFilled f) y) := by
  have hU : (complexify D)ᴴ * complexify D = 1 := by
    have ht : (complexify D)ᴴ = complexify Dᵀ :=
      Matrix.ext fun i j => by simp [complexify]
    rw [ht]
    unfold complexify
    rw [← map_mul, hD, map_one]
  have hdet : (complexify D).det = (D.det : ℂ) :=
    (RingHom.map_det Complex.ofRealHom D).symm
  -- an orthogonal matrix has determinant of square one
  have hsq : D.det ^ 2 = 1 := by
    have h := congrArg Matrix.det hD
    rw [Matrix.det_mul, Matrix.det_transpose, Matrix.det_one] at h
    linear_combination h
  refine ⟨fun x => ?_, fun y => ?_, ?_, fun y => ?_⟩
  · apply Complex.ofReal_injective
    rw [density_eq_diagonal, density_eq_diagonal, densityMatrix_mix hU]
  · rw [highSpin_mix, slater_mix, hdet]
  · simp [Matrix.det_kronecker, hsq]
  · have hk : (complexify D ⊗ₖ (1 : Matrix (Fin 2) (Fin 2) ℂ)).det = 1 := by
      have hc : (D.det : ℂ) ^ 2 = 1 := by exact_mod_cast hsq
      simp [Matrix.det_kronecker, hdet, hc]
    rw [doublyFilled_mix, slater_mix, hk, one_mul]

/-- The three p orbitals `r i * g (r·r)` with a common radial factor `g`. -/
def pOrbital (g : ℝ → ℂ) : Fin 3 → (Fin 3 → ℝ) → ℂ :=
  fun i r => (r i : ℂ) * g (r ⬝ᵥ r)

/-- Evaluating the p orbitals at the transformed point `D r` mixes them by the orthogonal
matrix `D`. -/
theorem pOrbital_rotate {D : Matrix (Fin 3) (Fin 3) ℝ} (hD : Dᵀ * D = 1)
    (g : ℝ → ℂ) (i : Fin 3) (r : Fin 3 → ℝ) :
    pOrbital g i (D *ᵥ r) = mix (complexify D) (pOrbital g) i r := by
  -- the radial factor sees only the length, which `D` preserves
  have hr : (D *ᵥ r) ⬝ᵥ (D *ᵥ r) = r ⬝ᵥ r := by
    rw [Matrix.dotProduct_mulVec, ← Matrix.mulVec_transpose, Matrix.mulVec_mulVec, hD,
      Matrix.one_mulVec]
  simp only [pOrbital, mix, hr]
  generalize g (r ⬝ᵥ r) = c
  simp [complexify, Matrix.mulVec, dotProduct, Finset.sum_mul, mul_assoc]

/-- Moving all electrons by an orthogonal `D`, spins fixed, multiplies the high-spin p³
determinant by `det D` and leaves the p⁶ determinant unchanged. -/
theorem pShell_symmetry {D : Matrix (Fin 3) (Fin 3) ℝ} (hD : Dᵀ * D = 1) (g : ℝ → ℂ) :
    (∀ y, slater (highSpin (pOrbital g)) (fun k => (D *ᵥ (y k).1, (y k).2))
      = (D.det : ℂ) * slater (highSpin (pOrbital g)) y) ∧
    (∀ y, slater (doublyFilled (pOrbital g)) (fun k => (D *ᵥ (y k).1, (y k).2))
      = slater (doublyFilled (pOrbital g)) y) := by
  obtain ⟨-, hhigh, -, hclosed⟩ := shell_symmetry hD (pOrbital g)
  refine ⟨fun y => ?_, fun y => ?_⟩
  · rw [← hhigh y]
    simp only [slater, highSpin, pOrbital_rotate hD]
  · rw [← hclosed y]
    simp only [slater, doublyFilled, pOrbital_rotate hD]

end

end ClosedShellSymmetry
```

```lean
#print axioms ClosedShellSymmetry.doublyFilled_invariant_iff
#print axioms ClosedShellSymmetry.shell_symmetry
#print axioms ClosedShellSymmetry.pShell_symmetry
```

```
'ClosedShellSymmetry.doublyFilled_invariant_iff' depends on axioms: [propext, Classical.choice, Quot.sound]
'ClosedShellSymmetry.shell_symmetry' depends on axioms: [propext, Classical.choice, Quot.sound]
'ClosedShellSymmetry.pShell_symmetry' depends on axioms: [propext, Classical.choice, Quot.sound]
```

## Reading the formal statement

In the code `n` is the finite type of orbital labels, not their number, and `X` is the type of positions. `X` may be any type, such as a grid or `Fin 3 → ℝ`. Spin is `Fin 2`, with `0` for up. `mix U f` is the mixed set of orbitals, and `complexify D` is $D$ with its entries read as complex numbers.

`slater` takes a configuration `y` that gives each electron a coordinate. Electrons carry the same labels as the spin-orbitals, so a closed shell has electrons labelled by `n × Fin 2`. The label does not fix an electron's spin; that is the second component of its coordinate.

`shell_symmetry` assumes only `Dᵀ * D = 1` and concludes the density statement, the high-spin factor, the value of $\det(D\otimes1_2)$ and the closed-shell invariance. The statements about wavefunctions hold at every configuration. `doublyFilled_invariant_iff` is the complex criterion at one configuration where the determinant is nonzero, and it does not require `U` to be unitary. `pShell_symmetry` is the p-shell case.

## How the proof runs

`slater_mix` writes the new orbital matrix as a product and applies `Matrix.det_mul`. It holds for any coordinate type, so it serves both fillings. `highSpin_mix` and `doublyFilled_mix` identify the mixing matrices by checking the spin cases, and `Matrix.det_kronecker` evaluates the determinant of the Kronecker product.

`densityMatrix_mix` is the step with $U^\dagger U$, and `density_eq_diagonal` connects it to the real-valued density. `shell_symmetry` then shows that `complexify D` is unitary (`hU`), that its determinant is that of `D` (`hdet`), and that this determinant squares to one (`hsq`).

For the p shell, `pOrbital_rotate` first proves that the length is preserved (`hr`), then expands the matrix-vector product. `pShell_symmetry` substitutes this into `shell_symmetry`.

One technique in `densityMatrix_mix` is worth reusing. The goal contains nested sums, but `change` restates its left-hand side as `star (U *ᵥ v) ⬝ᵥ (U *ᵥ w)` for suitable vectors, which is the same expression by definition. Library lemmas then move the matrix across the product, and no sums have to be exchanged by hand.

## Scope

The theorems take the mixing by $D$ as given. Only for the p orbitals is it derived from a transformation of space; for d shells or molecular orbitals the user must supply that step. No Hamiltonian appears, so nothing is said about degeneracy or energies.

The orbitals need not be orthonormal. If they are not, the identities still hold, but `density` need not be the physical one-electron density and $1/\sqrt{N!}$ need not normalise the determinant. For an orthonormal closed shell the spin-summed electron density is twice `density`.

Only two fillings are treated, each as a single determinant. An open shell above a closed core is not stated separately, though `slater_mix` applies to it once the full mixing matrix is written down.

The same argument also handles spin rotations, which the file leaves out. Rotating all spins by $V\in SU(2)$ mixes the doubly filled spin-orbitals by $1_n\otimes V$ or its transpose, depending on convention. Either has determinant $(\det V)^n=1$, so the closed shell is a spin singlet.
